# The two-site reduced matrix of the $N$-qubit W state

Take $N \ge 2$ qubits in the W state $W = N^{-1/2}\sum_k |1_k\rangle$, where $|1_k\rangle$ has site $k$ in state 1 and every other site in state 0. For any two distinct sites $i \ne j$, let $e_{ab}$ be the basis vector with site $i$ in state $a$ and site $j$ in state $b$, and let $\Psi^+ = (e_{01}+e_{10})/\sqrt2$. Tracing out all other sites leaves

$$\rho_{ij} = \frac{2}{N}\,\Psi^+ (\Psi^+)^\dagger + \Big(1-\frac{2}{N}\Big)\, e_{00}e_{00}^\dagger .$$

The W state describes one excitation, such as one flipped spin or one exciton, spread over finitely many two-level sites with equal amplitude and equal phase, and in this state the matrix gives every expectation value of an observable acting on the pair alone. Other one-excitation states in general have a different reduced matrix, which is computed below.

## Splitting the state into pair and environment

The calculation is no harder for a general one-excitation state $\psi_c = \sum_k c_k |1_k\rangle$ with complex coefficients $c_k$. The vectors $|1_k\rangle$ are orthonormal, so $\|\psi_c\|^2 = \sum_k |c_k|^2$, which equals $N \cdot \frac1N = 1$ for $W$.

Call the set $E$ of the $N-2$ remaining sites the environment. A configuration of all sites is a pair $(p, z)$, with $p = (a,b)$ the values on $i$ and $j$ and $z$ a configuration of $E$. The partial trace of a matrix $\rho$ is

$$\rho_{ij}(p,q) = \sum_z \rho\big((p,z),(q,z)\big).$$

The excitation sits on $i$, on $j$, or in $E$. In the first two cases the environment is in its all-zero configuration $0$, and in the third the pair is in $e_{00}$. With $v = c_i e_{10} + c_j e_{01}$ and $\phi = \sum_{k\in E} c_k |1_k\rangle$, the amplitude is

$$\psi_c(p,z) = v(p)\,\delta_{z,0} + e_{00}(p)\,\phi(z).$$

Inserting this into the partial trace of $\psi_c\psi_c^\dagger$ gives four terms:

$$\rho_{ij}(p,q) = v(p)\overline{v(q)} + v(p)\,e_{00}(q)\,\overline{\phi(0)} + e_{00}(p)\,\overline{v(q)}\,\phi(0) + e_{00}(p)\,e_{00}(q)\sum_z|\phi(z)|^2 .$$

Every component of $\phi$ carries an excitation, so $\phi(0)=0$ and the cross terms vanish. The last sum is $\sum_{k\in E}|c_k|^2$. Hence

$$\rho_{ij} = v v^\dagger + \Big(\sum_{k\in E}|c_k|^2\Big)\, e_{00}e_{00}^\dagger .$$

For $c_k = 1/\sqrt N$ we have $v = \sqrt{2/N}\,\Psi^+$, so $vv^\dagger = \frac2N \Psi^+(\Psi^+)^\dagger$, and the environment weight is $1 - \frac1N - \frac1N$. This is the claim. At $N=2$ the environment is empty: it has exactly one configuration, $\phi$ is an empty sum, and $\rho_{ij} = \Psi^+(\Psi^+)^\dagger$.

## Purity and partial transpose

The vectors $\Psi^+$ and $e_{00}$ are orthonormal, so squaring $\rho_{ij}$ squares the weights and $\operatorname{tr}\rho_{ij}^2 = (2/N)^2 + (1-2/N)^2$. This is $1$, $5/9$ and $1/2$ for $N = 2, 3, 4$.

The entries of $\rho_{ij}$ are $1-2/N$ at $(00,00)$, which vanishes for $N=2$, and $1/N$ at $(01,01)$, $(10,10)$, $(01,10)$ and $(10,01)$; all other entries are $0$. The transpose on the second qubit is $\rho^{\Gamma}\big((a,b),(a',b')\big) = \rho_{ij}\big((a,b'),(a',b)\big)$. It keeps the diagonal and moves the two off-diagonal entries to $(00,11)$ and $(11,00)$. For $u = e_{00} - N e_{11}$,

$$u^\dagger \rho^\Gamma u = \Big(1-\frac2N\Big) - 2N\cdot\frac1N + N^2\cdot 0 = -\Big(1+\frac2N\Big).$$

Since $\|u\|^2 = 1+N^2$, the value on the unit vector along $u$ is $-(1+2/N)/(1+N^2)$, for example $-2/5$ at $N=2$. A separable state has a positive semidefinite partial transpose, so a negative value signals entanglement of the pair; the Lean file stops at the number and does not define separability, which leaves this last inference as an ordinary argument.

## States as functions of configurations

The sites form a finite type `ι`, and $N$ is `Fintype.card ι`. No order or geometry is placed on the sites.

```lean
import Mathlib

open Matrix

namespace WStateReduction

noncomputable section

variable {ι : Type*} [Fintype ι] [DecidableEq ι]
```

A vector is its list of amplitudes, and `ket x` is the basis vector $\delta_{y,x}$. The vector `e a b` is $e_{ab}$, with `Fin 2` holding the qubit values 0 and 1.

```lean
/-- The basis vector labelled by `x`. -/
def ket {α : Type*} [DecidableEq α] (x : α) : α → ℂ := fun y => if y = x then 1 else 0

/-- The two-qubit basis vector `e_ab`. -/
def e (a b : Fin 2) : Fin 2 × Fin 2 → ℂ := ket (a, b)
```

The matrix `proj v` has entries $v(p)\overline{v(q)}$. For nonzero $v$ it is a projector exactly when $v$ has unit norm, and it is also applied below to the unnormalised $c_i e_{10} + c_j e_{01}$.

```lean
/-- The outer product `v vᴴ`, with entries `v p * star (v q)`. -/
def proj {α : Type*} (v : α → ℂ) : Matrix α α ℂ := vecMulVec v (star v)
```

The number $1/\sqrt n$ is real and is regarded as a complex number.

```lean
/-- The number `1/√n`. -/
def invSqrt (n : ℕ) : ℂ := (((√(n : ℝ))⁻¹ : ℝ) : ℂ)
```

A configuration is a map `ι → Fin 2`, and `exc k` is the configuration that labels $|1_k\rangle$. The amplitude `singleExc c x` is $\psi_c(x) = \sum_k c_k\,\delta_{x,1_k}$, defined for any finite set of sites, so that it serves for $\phi$ as well. The sites are distinguishable qubits, and no fermionic signs enter.

```lean
/-- The configuration with site `k` in state 1 and all other sites in state 0. -/
def exc (k : ι) : ι → Fin 2 := fun l => if l = k then 1 else 0

/-- The one-excitation state `∑ c_k |0…1_k…0⟩`, given by its amplitudes. -/
def singleExc (c : ι → ℂ) (x : ι → Fin 2) : ℂ := ∑ k, if x = exc k then c k else 0
```

The state $W$ has all coefficients real, positive and equal, and $\Psi^+$ includes its factor $1/\sqrt2$.

```lean
/-- The W state: the one-excitation state with all coefficients equal to `1/√N`. -/
def wState (ι : Type*) [Fintype ι] [DecidableEq ι] : (ι → Fin 2) → ℂ :=
  singleExc fun _ => invSqrt (Fintype.card ι)

/-- The two-qubit vector `(e01 + e10)/√2`. -/
def psiPlus : Fin 2 × Fin 2 → ℂ := invSqrt 2 • (e 0 1 + e 1 0)
```

## The partial trace over the remaining sites

The environment `Env i j` is $E$. The map `glue` builds the configuration $(p,z)$ and fixes the ordering: `p.1` goes to site $i$ and `p.2` to site $j$.

```lean
/-- The environment: all sites other than `i` and `j`. -/
abbrev Env (i j : ι) := {k : ι // k ≠ i ∧ k ≠ j}

/-- The configuration with values `p` on the sites `i, j` and `z` on the environment. -/
def glue (i j : ι) (p : Fin 2 × Fin 2) (z : Env i j → Fin 2) : ι → Fin 2 :=
  fun k => if h : k = i then p.1 else if h' : k = j then p.2 else z ⟨k, h, h'⟩
```

The definition `reduced` is the sum over $z$ written above. The partial trace enters through this formula, and its characterisation by expectation values of pair observables is not among the theorems.

```lean
/-- The reduced matrix of sites `i, j`: the partial trace over the environment. -/
def reduced (i j : ι) (ρ : Matrix (ι → Fin 2) (ι → Fin 2) ℂ) :
    Matrix (Fin 2 × Fin 2) (Fin 2 × Fin 2) ℂ :=
  Matrix.of fun p q => ∑ z, ρ (glue i j p z) (glue i j q z)
```

In `partialTranspose` the second components of the row and column labels are exchanged, as in $\rho^\Gamma$.

```lean
/-- The transpose on the second qubit of a two-qubit matrix. -/
def partialTranspose (ρ : Matrix (Fin 2 × Fin 2) (Fin 2 × Fin 2) ℂ) :
    Matrix (Fin 2 × Fin 2) (Fin 2 × Fin 2) ℂ :=
  Matrix.of fun p q => ρ (p.1, q.2) (q.1, p.2)
```

## Sums and configurations split at $i$ and $j$

The lemma `sum_split` reads $\sum_k f_k = f_i + f_j + \sum_{k\in E} f_k$. The sum over `Env i j` is rewritten as a sum over all sites with $i$ and then $j$ erased, and `Finset.add_sum_erase` puts the two terms back. Restoring $j$ needs $j \neq i$.

```lean
/-- A sum over all sites is the terms of `i` and `j` plus the sum over the environment. -/
theorem sum_split {i j : ι} (hij : i ≠ j) (f : ι → ℂ) :
    ∑ k, f k = f i + f j + ∑ k : Env i j, f k := by
  rw [← Finset.sum_subtype ((Finset.univ.erase i).erase j) (by simp [and_comm]) f, add_assoc,
    Finset.add_sum_erase _ f (by simp [hij.symm]), Finset.add_sum_erase _ f (Finset.mem_univ i)]
```

The identification of configurations with pairs $(p,z)$ is `glue_bijective`. Injectivity follows by evaluating two equal glued configurations at $i$, at $j$ and at an environment site. Surjectivity follows by restricting a given configuration to the three parts. This is the basis-level form of the factorisation into pair and environment, and it shows that `reduced` omits no configuration and counts none twice.

```lean
omit [Fintype ι] in
/-- Every configuration arises in exactly one way from values on the two sites and a
configuration of the environment. -/
theorem glue_bijective {i j : ι} (hij : i ≠ j) :
    Function.Bijective fun x : (Fin 2 × Fin 2) × (Env i j → Fin 2) => glue i j x.1 x.2 := by
  constructor
  · intro x y h
    refine Prod.ext (Prod.ext ?_ ?_) (funext fun k => ?_)
    · simpa [glue] using congrFun h i
    · simpa [glue, hij.symm] using congrFun h j
    · simpa [glue, k.2.1, k.2.2] using congrFun h k
  · intro x
    refine ⟨((x i, x j), fun k => x k), funext fun k => ?_⟩
    show glue i j (x i, x j) (fun k => x k) k = x k
    unfold glue
    split_ifs with h h'
    · exact congrArg x h.symm
    · exact congrArg x h'.symm
    · rfl
```

## The reduced matrix of any one-excitation state

The norm formula has three steps. First, `inj` says that different sites give different configurations. Then `h1` collapses the sum over configurations, $\sum_x \psi_c(x)g(x) = \sum_k c_k\, g(1_k)$ for any function $g$, and `h2` gives $\psi_c(1_k) = c_k$. Taking $g = \overline{\psi_c}$ finishes it.

```lean
/-- The squared norm of a one-excitation state is `∑ |c_k|²`. -/
theorem singleExc_normSq (c : ι → ℂ) :
    ∑ x, singleExc c x * star (singleExc c x) = ∑ k, c k * star (c k) := by
  have inj : ∀ k l : ι, exc k = exc l ↔ k = l := by
    intro k l
    refine ⟨fun h => ?_, fun h => by rw [h]⟩
    by_contra hne
    simpa [exc, hne] using congrFun h k
  have h1 : ∀ g : (ι → Fin 2) → ℂ, ∑ x, singleExc c x * g x = ∑ k, c k * g (exc k) := by
    intro g
    simp only [singleExc, Finset.sum_mul]
    rw [Finset.sum_comm]
    simp [ite_mul]
  have h2 : ∀ k, singleExc c (exc k) = c k := by
    intro k
    simp [singleExc, inj]
  exact (h1 fun x => star (singleExc c x)).trans (by simp only [h2])
```

The splitting of the amplitude is `singleExc_glue`, in which `ket 0 z` is $\delta_{z,0}$. The three locations of the excitation are `hi`, `hj` and `hk`, each writing `exc` as a glued configuration. After `sum_split`, injectivity of `glue` turns each Kronecker delta into a product of one for $p$ and one for $z$. The last line checks the four values of $p$, each with $z = 0$ and $z \ne 0$.

```lean
/-- A one-excitation state splits as `(c_i e10 + c_j e01) ⊗ |0…0⟩` plus `e00` times the
one-excitation state of the environment. -/
theorem singleExc_glue {i j : ι} (hij : i ≠ j) (c : ι → ℂ) (p : Fin 2 × Fin 2)
    (z : Env i j → Fin 2) :
    singleExc c (glue i j p z) = (c i • e 1 0 + c j • e 0 1) p * ket 0 z
      + e 0 0 p * singleExc (fun k : Env i j => c k) z := by
  have inj : ∀ q w, glue i j p z = glue i j q w ↔ p = q ∧ z = w := fun q w =>
    ((glue_bijective hij).1.eq_iff (a := (p, z)) (b := (q, w))).trans Prod.ext_iff
  -- the excitation sits on `i`, on `j`, or in the environment
  have hi : exc i = glue i j (1, 0) 0 := by
    funext k
    by_cases h1 : k = i
    · simp [exc, glue, h1]
    by_cases h2 : k = j
    · simp [exc, glue, h2, hij.symm]
    · simp [exc, glue, h1, h2]
  have hj : exc j = glue i j (0, 1) 0 := by
    funext k
    by_cases h1 : k = i
    · simp [exc, glue, h1, hij]
    by_cases h2 : k = j
    · simp [exc, glue, h2, hij.symm]
    · simp [exc, glue, h1, h2]
  have hk : ∀ l : Env i j, exc (l : ι) = glue i j (0, 0) (exc l) := by
    intro l
    funext k
    by_cases h1 : k = i
    · simp [exc, glue, h1, Ne.symm l.2.1]
    by_cases h2 : k = j
    · simp [exc, glue, h2, hij.symm, Ne.symm l.2.2]
    · simp [exc, glue, h1, h2, Subtype.ext_iff]
  simp only [singleExc]
  rw [sum_split hij]
  simp only [hi, hj, hk, inj]
  obtain ⟨a, b⟩ := p
  fin_cases a <;> fin_cases b <;> by_cases hz : z = 0 <;> simp [e, ket, hz]
```

In `reduced_singleExc` the coefficients are arbitrary and need not be normalised. The step `h0` is $\phi(0)=0$. The step `term` removes the cross terms one configuration at a time: at $z=0$ only the $vv^\dagger$ term survives, and at $z\ne0$ only the term with $|\phi(z)|^2$. Summing over $z$ and applying the norm formula to the environment gives the weight $\sum_{k \in E}|c_k|^2$.

```lean
/-- The two-site reduced matrix of a one-excitation state is `v vᴴ` for `v = c_i e10 + c_j e01`
plus the environment weight `∑ |c_k|²` times the projector on `e00`. -/
theorem reduced_singleExc {i j : ι} (hij : i ≠ j) (c : ι → ℂ) :
    reduced i j (proj (singleExc c)) = proj (c i • e 1 0 + c j • e 0 1)
      + (∑ k : Env i j, c k * star (c k)) • proj (e 0 0) := by
  -- the environment vectors are orthogonal, so the cross terms vanish
  have h0 : singleExc (fun k : Env i j => c k) 0 = 0 := by
    refine Finset.sum_eq_zero fun l _ => if_neg fun h => ?_
    simpa [exc] using congrFun h l
  have term : ∀ (a b a' b' : ℂ) (z : Env i j → Fin 2),
      (a * ket 0 z + b * singleExc (fun k : Env i j => c k) z)
        * star (a' * ket 0 z + b' * singleExc (fun k : Env i j => c k) z)
      = (if z = 0 then a * star a' else 0) + singleExc (fun k : Env i j => c k) z
        * star (singleExc (fun k : Env i j => c k) z) * (b * star b') := by
    intro a b a' b' z
    by_cases hz : z = 0
    · rw [hz, h0]
      simp [ket]
    · simp only [ket, if_neg hz, mul_zero, zero_add, star_mul']
      ring
  ext p q
  simp only [reduced, proj, Matrix.of_apply, vecMulVec_apply, Pi.star_apply, singleExc_glue hij,
    term, Finset.sum_add_distrib, ← Finset.sum_mul, singleExc_normSq, Finset.sum_ite_eq',
    Finset.mem_univ, if_true, Matrix.add_apply, Matrix.smul_apply, smul_eq_mul]
```

## Equal coefficients $1/\sqrt N$

All square roots are removed by the identity $|1/\sqrt n|^2 = 1/n$.

```lean
/-- The squared modulus of `1/√n` is `1/n`. -/
theorem invSqrt_mul_star (n : ℕ) : invSqrt n * star (invSqrt n) = (n : ℂ)⁻¹ := by
  rw [invSqrt, Complex.star_def, Complex.conj_ofReal, ← Complex.ofReal_mul, ← mul_inv,
    Real.mul_self_sqrt (Nat.cast_nonneg _)]
  simp
```

Normalisation of $W$ needs at least one site, since without sites the state is an empty sum.

```lean
/-- The W state has unit norm. -/
theorem wState_normSq [Nonempty ι] : ∑ x, wState ι x * star (wState ι x) = 1 := by
  have hN : (Fintype.card ι : ℂ) ≠ 0 := Nat.cast_ne_zero.mpr Fintype.card_ne_zero
  rw [wState, singleExc_normSq]
  simp only [invSqrt_mul_star]
  simp [hN]
```

The main theorem `reduced_wState` has the single hypothesis `hij : i ≠ j`, which already forces $N\ge2$. It states an equality of $4\times4$ complex matrices for the pure state `proj (wState ι)`, with the weights $2/N$ and $1-2/N$ as complex scalars. It concerns finitely many qubits and a pair of sites; mixed global states, higher local dimension and larger blocks lie beyond it. In the proof, `hw` subtracts the split sum `h` from $\sum_k 1/N = 1$ to obtain the environment weight. In `hp` both sides are multiples of $s(p)\overline{s(q)}$ with $s = e_{10}+e_{01}$, the factor being $\frac1N$ on the left and $\frac2N\cdot\frac12$ on the right.

```lean
/-- In the `N`-qubit W state the reduced matrix of any two distinct sites is `2/N` times the
projector on `(e01 + e10)/√2` plus `1 - 2/N` times the projector on `e00`. -/
theorem reduced_wState {i j : ι} (hij : i ≠ j) :
    reduced i j (proj (wState ι)) = (2 / (Fintype.card ι : ℂ)) • proj psiPlus
      + (1 - 2 / (Fintype.card ι : ℂ)) • proj (e 0 0) := by
  have : Nonempty ι := ⟨i⟩
  have hN : (Fintype.card ι : ℂ) ≠ 0 := Nat.cast_ne_zero.mpr Fintype.card_ne_zero
  -- the environment carries the weight `1 - 2/N`
  have hw : ∑ _k : Env i j, invSqrt (Fintype.card ι) * star (invSqrt (Fintype.card ι))
      = 1 - 2 / (Fintype.card ι : ℂ) := by
    have h : ∑ _k : ι, (Fintype.card ι : ℂ)⁻¹ = (Fintype.card ι : ℂ)⁻¹ + (Fintype.card ι : ℂ)⁻¹
        + ∑ _k : Env i j, (Fintype.card ι : ℂ)⁻¹ := sum_split hij fun _ => (Fintype.card ι : ℂ)⁻¹
    have h1 : ∑ _k : ι, (Fintype.card ι : ℂ)⁻¹ = 1 := by simp [hN]
    simp only [invSqrt_mul_star]
    linear_combination h1 - h
  have hp : proj (invSqrt (Fintype.card ι) • e 1 0 + invSqrt (Fintype.card ι) • e 0 1)
      = (2 / (Fintype.card ι : ℂ)) • proj psiPlus := by
    ext p q
    simp only [proj, psiPlus, vecMulVec_apply, Matrix.smul_apply, Pi.star_apply, Pi.add_apply,
      Pi.smul_apply, smul_eq_mul, star_add, star_mul']
    linear_combination
      ((e 1 0 p + e 0 1 p) * (star (e 1 0 q) + star (e 0 1 q))) * invSqrt_mul_star (Fintype.card ι)
      - (2 / (Fintype.card ι : ℂ) * (e 1 0 p + e 0 1 p) * (star (e 1 0 q) + star (e 0 1 q)))
        * invSqrt_mul_star 2
  rw [← hp, ← hw]
  exact reduced_singleExc hij fun _ => invSqrt (Fintype.card ι)
```

For the purity, Lean expands the trace over the four basis labels instead of using orthogonality. With $t = |1/\sqrt2|^2$ the $\Psi^+$ block contributes $4t^2(2/N)^2$. The multiplier in `linear_combination` comes from $4t^2 - 1 = 4(t+\tfrac12)(t-\tfrac12)$, and `ht` says $t = \tfrac12$.

```lean
/-- The purity of the two-site reduced matrix of the W state is `(2/N)² + (1 - 2/N)²`. -/
theorem purity_reduced_wState {i j : ι} (hij : i ≠ j) :
    trace (reduced i j (proj (wState ι)) * reduced i j (proj (wState ι)))
      = (2 / (Fintype.card ι : ℂ)) ^ 2 + (1 - 2 / (Fintype.card ι : ℂ)) ^ 2 := by
  have ht : invSqrt 2 * starRingEnd ℂ (invSqrt 2) = ((2 : ℕ) : ℂ)⁻¹ := invSqrt_mul_star 2
  rw [reduced_wState hij]
  simp [Matrix.trace, Matrix.mul_apply, Fintype.sum_prod_type, Fin.sum_univ_two, proj, psiPlus,
    e, ket, vecMulVec_apply]
  linear_combination ((2 / (Fintype.card ι : ℂ)) ^ 2 * 4
    * (invSqrt 2 * starRingEnd ℂ (invSqrt 2) + 2⁻¹)) * ht
```

The last theorem evaluates $u^\dagger\rho^\Gamma u$ on the unnormalised $u$. The two off-diagonal entries contribute $-4NN^{-1}t$ together, which `ht` and `hN` reduce to $-2$. The statement is the value of a quadratic form on one vector and does not identify an eigenvalue.

```lean
/-- On the vector `e00 - N e11` the quadratic form of the partial transpose of the two-site
reduced matrix of the W state takes the value `-(1 + 2/N)`. -/
theorem partialTranspose_reduced_wState {i j : ι} (hij : i ≠ j) :
    star (e 0 0 - (Fintype.card ι : ℂ) • e 1 1) ⬝ᵥ
      partialTranspose (reduced i j (proj (wState ι))) *ᵥ (e 0 0 - (Fintype.card ι : ℂ) • e 1 1)
      = -(1 + 2 / (Fintype.card ι : ℂ)) := by
  have : Nonempty ι := ⟨i⟩
  have hN : (Fintype.card ι : ℂ) * (Fintype.card ι : ℂ)⁻¹ = 1 :=
    mul_inv_cancel₀ (Nat.cast_ne_zero.mpr Fintype.card_ne_zero)
  have ht : invSqrt 2 * starRingEnd ℂ (invSqrt 2) = ((2 : ℕ) : ℂ)⁻¹ := invSqrt_mul_star 2
  rw [reduced_wState hij]
  simp [dotProduct, Matrix.mulVec, partialTranspose, Fintype.sum_prod_type, Fin.sum_univ_two,
    proj, psiPlus, e, ket, vecMulVec_apply]
  linear_combination (-4 * (Fintype.card ι : ℂ) * (Fintype.card ι : ℂ)⁻¹) * ht - 2 * hN

end

end WStateReduction
```

```lean
#print axioms WStateReduction.wState_normSq
-- 'WStateReduction.wState_normSq' depends on axioms: [propext, Classical.choice, Quot.sound]
#print axioms WStateReduction.purity_reduced_wState
-- 'WStateReduction.purity_reduced_wState' depends on axioms: [propext, Classical.choice, Quot.sound]
#print axioms WStateReduction.partialTranspose_reduced_wState
-- 'WStateReduction.partialTranspose_reduced_wState' depends on axioms: [propext, Classical.choice, Quot.sound]
```

## The case $i = j$

The definitions still make sense when $i=j$, but `glue i i p z` never reads `p.2`, so it is not injective. The environment is then all sites except $i$, and the entry $(p,q)$ of `reduced i i` depends only on `p.1` and `q.1`. Take $N=2$ and $p=q=(1,1)$. The only contributing configuration has the excitation on $i$, so the entry is $1/2$, whereas the formula $\Psi^+(\Psi^+)^\dagger$ has $0$ there. All four diagonal entries are $1/2$, and the trace is $2$ instead of $1$.

## The same step in a state-vector code

A program that stores the state as an array with one axis of length 2 per site realises `glue` by moving two axes and reshaping:

```python
M = np.moveaxis(psi, (i, j), (0, 1)).reshape(4, -1)
rho = M @ M.conj().T
```

Row $2a+b$ of `M` is $p=(a,b)$, the columns run over $z$, and the matrix product is the sum in `reduced`. For the W state at $N=3$ the result has diagonal $(\tfrac13,\tfrac13,\tfrac13,0)$ and $\tfrac13$ in the two entries that couple $01$ and $10$. For any state with exactly one excitation, `reduced_singleExc` gives the same matrix from the $N$ coefficients, without the array of $2^N$ amplitudes; the entry at $(10,01)$ is the coherence $c_i\overline{c_j}$.
